# The level of a single-site defect in a gap of a finite host lies within a distance of order 1/|U| of the host Green function's zero

A non-interacting host with finitely many levels `e i` has a defect of strength `U` on one site, where the host Green function is G(E) = ∑ wᵢ/(E − eᵢ) with positive weights wᵢ. The theorem `pinning_rate` takes an energy E that solves U·G(E) = 1 and a zero E₀ of G, both in the same gap between neighbouring host levels, and states that |E − E₀|·|U|·∑wᵢ ≤ D², where D bounds the difference between any two host levels. The weights need not be normalised; if they sum to 1, the distance is at most D²/|U|. The proof writes G(E) as (E₀ − E)·S, where S is a sum that is at least ∑wᵢ/D², and combines this with U·G(E) = 1.

The first attempt, which Lean rejects:

```lean
import Mathlib

open Set Filter Topology

namespace PinningRate

noncomputable section

variable {ι : Type*} [Fintype ι]

/-- The sum `∑ i, w i / (E - e i)`. At energies `E` different from every `e i` it is the host Green
function at the defect site, with weights `w i` and host levels `e i`. -/
def greenFn (w e : ι → ℝ) (E : ℝ) : ℝ := ∑ i, w i / (E - e i)

/-- The interval `(a, b)` is a gap of the host: `a < b` are host levels and no host level
lies strictly between them. -/
structure IsGap (e : ι → ℝ) (a b : ℝ) : Prop where
  lt : a < b
  left : ∃ i, e i = a
  right : ∃ i, e i = b
  empty : ∀ i, e i ≤ a ∨ b ≤ e i

variable {w e : ι → ℝ} {a b : ℝ}

omit [Fintype ι] in
/-- Two energies in the same gap lie on the same side of every host level. -/
theorem same_side (h : IsGap e a b) {x y : ℝ} (hx : x ∈ Ioo a b) (hy : y ∈ Ioo a b)
    (i : ι) : 0 < (x - e i) * (y - e i) := by
  rcases h.empty i with h1 | h1
  · exact mul_pos (by linarith [hx.1]) (by linarith [hy.1])
  · exact mul_pos_of_neg_of_neg (by linarith [hx.2]) (by linarith [hy.2])

/-- Resolvent identity for the Green function at two energies in the same gap. -/
theorem resolvent_identity (h : IsGap e a b) {x y : ℝ} (hx : x ∈ Ioo a b)
    (hy : y ∈ Ioo a b) : greenFn w e x - greenFn w e y
      = (y - x) * ∑ i, w i / ((x - e i) * (y - e i)) := by
  unfold greenFn
  rw [← Finset.sum_sub_distrib, Finset.mul_sum]
  refine Finset.sum_congr rfl fun i _ => ?_
  have hp := (same_side h hx hy i).ne'
  rw [div_sub_div _ _ (left_ne_zero_of_mul hp) (right_ne_zero_of_mul hp), ← mul_div_assoc]
  congr 1
  ring

/-- Pinning rate: if the weights are positive and any two host levels differ by at most `D`, a
solution `E` of `U * greenFn w e E = 1` in the gap is at most `D² / (|U| ∑ w)` away from a zero `E₀`
of the Green function in that gap. -/
theorem pinning_rate (hw : ∀ i, 0 < w i) (h : IsGap e a b) {D U E E₀ : ℝ}
    (hD : ∀ k l, |e k - e l| ≤ D) (hE : E ∈ Ioo a b) (hE₀ : E₀ ∈ Ioo a b)
    (hU : U * greenFn w e E = 1) (h0 : greenFn w e E₀ = 0) :
    |E - E₀| * (|U| * ∑ i, w i) ≤ D ^ 2 := by
  obtain ⟨i, hi⟩ := h.left
  obtain ⟨j, hj⟩ := h.right
  have hb : ∀ z ∈ Ioo a b, ∀ k, |z - e k| ≤ D := fun z hz k =>
    abs_le.2 ⟨by linarith [(abs_le.1 (hD i k)).1, hz.1],
      by linarith [(abs_le.1 (hD j k)).2, hz.2]⟩
  have hD0 : 0 ≤ D := (abs_nonneg _).trans (hD i i)
  obtain ⟨S, hS⟩ : ∃ S, S = ∑ k, w k / ((E - e k) * (E₀ - e k)) := ⟨_, rfl⟩
  have hS0 : 0 ≤ S := by
    rw [hS]
    exact Finset.sum_nonneg fun k _ => (div_pos (hw k) (same_side h hE hE₀ k)).le
  -- the slope of the Green function is at least (∑ w) / D²
  have hWS : ∑ k, w k ≤ D ^ 2 * S := by
    rw [hS, Finset.mul_sum]
    refine Finset.sum_le_sum fun k _ => ?_
    have hp : (E - e k) * (E₀ - e k) ≤ D ^ 2 := by
      calc (E - e k) * (E₀ - e k) ≤ |(E - e k) * (E₀ - e k)| := le_abs_self _
        _ = |E - e k| * |E₀ - e k| := abs_mul _ _
        _ ≤ D * D := mul_le_mul (hb E hE k) (hb E₀ hE₀ k) (abs_nonneg _) hD0
        _ = D ^ 2 := by ring
    rw [← mul_div_assoc, le_div_iff₀ (same_side h hE hE₀ k)]
    linarith [mul_le_mul_of_nonneg_left hp (hw k).le]
  have hr := resolvent_identity (w := w) h hE hE₀
  rw [h0, sub_zero, ← hS] at hr
  have hone : |U| * (|E - E₀| * S) = 1 := by
    rw [abs_sub_comm, ← abs_of_nonneg hS0, ← abs_mul, ← abs_mul, abs_of_nonneg hS0, ← hr,
      hU, abs_one]
  calc |E - E₀| * (|U| * ∑ i, w i) ≤ |E - E₀| * (|U| * (D ^ 2 * S)) := by gcongr
    _ = D ^ 2 * (|U| * (|E - E₀| * S)) := by ring
    _ = D ^ 2 := by rw [hone, mul_one]

end

end PinningRate
```

Messages:

```
Main.lean:76:65: error: Tactic `rewrite` failed: Did not find an occurrence of the pattern
  |S|
in the target expression
  |U * ((E₀ - E) * S)| = 1

ι : Type u_1
inst✝ : Fintype ι
w e : ι → ℝ
a b : ℝ
hw : ∀ (i : ι), 0 < w i
h : IsGap e a b
D U E E₀ : ℝ
hD : ∀ (k l : ι), |e k - e l| ≤ D
hE : E ∈ Ioo a b
hE₀ : E₀ ∈ Ioo a b
hU : U * greenFn w e E = 1
h0 : greenFn w e E₀ = 0
i : ι
hi : e i = a
j : ι
hj : e j = b
hb : ∀ z ∈ Ioo a b, ∀ (k : ι), |z - e k| ≤ D
hD0 : 0 ≤ D
S : ℝ
hS : S = ∑ k, w k / ((E - e k) * (E₀ - e k))
hS0 : 0 ≤ S
hWS : ∑ k, w k ≤ D ^ 2 * S
hr : greenFn w e E = (E₀ - E) * S
⊢ |U * ((E₀ - E) * S)| = 1
```

What went wrong. The error is in the proof of `hone`, which says that `|U| * (|E - E₀| * S) = 1`. The `rw` chain first swaps `E - E₀` to `E₀ - E` and then turns `S` into `|S|`, so that `← abs_mul`, used twice, can merge the three absolute values into one. This gives `|U * ((E₀ - E) * S)| = 1`, the target shown in the message. The next step, `abs_of_nonneg hS0`, looks for `|S|` in order to replace it by `S`, but `S` now stands without bars of its own inside the larger absolute value, so the rewrite fails.

The repair works in the other direction. It first proves the merged equation as `h1`, where `← hr` turns `(E₀ - E) * S` back into the Green function, and `hU` and `abs_one` finish. Then `abs_mul`, used twice, splits the absolute value into three. Now `|S|` does occur, so `abs_of_nonneg hS0` can remove its bars, and `abs_sub_comm` swaps `E₀ - E` to match the goal.

The changed comment has no part in the error, but it corrects a false statement. The Green function decreases in the gap, so its slope is negative and can't be at least (∑ w)/D². The secant slope between E and E₀ is −S, and it is the magnitude S that has this lower bound.

Lean accepts the file once it reads:

```diff
@@ -60,5 +60,5 @@
     rw [hS]
     exact Finset.sum_nonneg fun k _ => (div_pos (hw k) (same_side h hE hE₀ k)).le
-  -- the slope of the Green function is at least (∑ w) / D²
+  -- S, the magnitude of the secant slope of the Green function, is at least (∑ w) / D²
   have hWS : ∑ k, w k ≤ D ^ 2 * S := by
     rw [hS, Finset.mul_sum]
@@ -74,6 +74,6 @@
   rw [h0, sub_zero, ← hS] at hr
   have hone : |U| * (|E - E₀| * S) = 1 := by
-    rw [abs_sub_comm, ← abs_of_nonneg hS0, ← abs_mul, ← abs_mul, abs_of_nonneg hS0, ← hr,
-      hU, abs_one]
+    have h1 : |U * ((E₀ - E) * S)| = 1 := by rw [← hr, hU, abs_one]
+    rwa [abs_mul, abs_mul, abs_of_nonneg hS0, abs_sub_comm] at h1
   calc |E - E₀| * (|U| * ∑ i, w i) ≤ |E - E₀| * (|U| * (D ^ 2 * S)) := by gcongr
     _ = D ^ 2 * (|U| * (|E - E₀| * S)) := by ring
```
